# Current and zero-frequency noise as derivatives of a counting-field eigenvalue

The zero-frequency noise of a quantum dot described by a finite-state Markovian rate equation can be computed entirely at zero counting field. If the stationary state \(p\) is unique, one solves the linear system

\[ L(0)\,x = I\,p - L'p, \qquad u\cdot x = 0, \]

and inserts \(x\) into \(u\cdot L''p + 2\,u\cdot L'x\). Here \(L(s)\) is the generator with counting field \(s\), \(p\) is the stationary state, \(u\) is the left null vector that sums probabilities, and \(I=u\cdot L'p\) is the current in particles per unit time. The noise is the long-time growth rate of the variance of the transferred particle number. Primes on \(L\) without an argument denote derivatives at \(s=0\). No eigenvalue at finite \(s\) is needed.

In Lean 4 with Mathlib:

```lean
import Mathlib

open Matrix Topology

namespace CountingStatistics

noncomputable section

variable {n : Type*} [Fintype n]
```

Derivatives of matrices and vectors are taken entry by entry: \((L'(s))_{ij} = \frac{d}{ds}L_{ij}(s)\),

```lean
/-- The entrywise derivative of a matrix depending on the counting field. -/
def matDeriv {n : Type*} (L : ℝ → Matrix n n ℝ) : ℝ → Matrix n n ℝ :=
  fun s => Matrix.of fun i j => deriv (fun t => L t i j) s
```

and \((v'(s))_i = \frac{d}{ds}v_i(s)\).

```lean
/-- The entrywise derivative of a vector depending on the counting field. -/
def vecDeriv {n : Type*} (v : ℝ → n → ℝ) : ℝ → n → ℝ :=
  fun s i => deriv (fun t => v t i) s
```

The eigenvalue branch satisfies, near \(s=0\),

\[ L(s)v(s)=\lambda(s)v(s),\qquad u\cdot v(s)=1,\qquad u\,L(0)=0 . \]

The last condition is conservation of probability. The entries of \(L\) and \(v\) are assumed \(C^2\) at 0; nothing is assumed about the smoothness of \(\lambda\) (`lam`). That \(\lambda\) is the long-time growth rate of \(\ln\langle e^{sN}\rangle\) for the transferred number \(N\), which makes its derivatives the mean and variance per unit time, is physical input. The existence of the branch is also a hypothesis.

```lean
/-- A twice continuously differentiable eigenvector `v s` of the generator `L s`, with eigenvalue
`lam s` and normalisation `u ⬝ᵥ v s = 1` near `s = 0`, where `u` is a left null vector of `L 0`. -/
structure IsCountingBranch (L : ℝ → Matrix n n ℝ) (u : n → ℝ) (v : ℝ → n → ℝ)
    (lam : ℝ → ℝ) : Prop where
  smooth_L : ∀ i j, ContDiffAt ℝ 2 (fun s => L s i j) 0
  smooth_v : ∀ i, ContDiffAt ℝ 2 (fun s => v s i) 0
  eigen : ∀ᶠ s in 𝓝 (0 : ℝ), L s *ᵥ v s = lam s • v s
  normalized : ∀ᶠ s in 𝓝 (0 : ℝ), u ⬝ᵥ v s = 1
  conserved : u ᵥ* L 0 = 0
```

With \(p=v(0)\), the pseudoinverse \(R\) obeys

\[ R\,L(0)=1-p\,u^{T},\qquad Rp=0 . \]

The first equation forces the stationary state to be unique: if \(L(0)w=0\), then \(w=(u\cdot w)\,p\). This \(R\) is the group (Drazin) inverse of \(L(0)\), which in general differs from the Moore–Penrose inverse returned by `pinv` routines.

```lean
/-- `R` inverts the generator `L₀` away from the stationary state `p` and annihilates `p`. -/
structure IsPseudoinverse [DecidableEq n] (R L₀ : Matrix n n ℝ) (p u : n → ℝ) : Prop where
  inverts : R * L₀ = 1 - vecMulVec p u
  kills : R *ᵥ p = 0
```

A \(C^2\) function \(f\) has a derivative near 0, and \(f'\) has a derivative at 0.

```lean
/-- A function that is C² at zero is differentiable near zero, and its derivative is
differentiable at zero. -/
theorem derivs_of_contDiffAt {f : ℝ → ℝ} (h : ContDiffAt ℝ 2 f 0) :
    (∀ᶠ s in 𝓝 (0 : ℝ), HasDerivAt f (deriv f s) s) ∧
      HasDerivAt (deriv f) (deriv (deriv f) 0) 0 := by
  constructor
  · filter_upwards [h.eventually (by simp)] with s hs
    exact (hs.differentiableAt (by norm_num)).hasDerivAt
  · have h1 : ContDiffAt ℝ 1 (fderiv ℝ f) 0 := h.fderiv_right (by norm_num)
    have h2 : DifferentiableAt ℝ (fun y => fderiv ℝ f y 1) 0 :=
      (h1.differentiableAt (by norm_num)).clm_apply (differentiableAt_const 1)
    have e : deriv f = fun y => fderiv ℝ f y 1 := by
      funext y
      rfl
    rw [← e] at h2
    exact h2.hasDerivAt
```

For a matrix \(A(s)\) and a vector \(w(s)\), the product rule reads

\[ \frac{d}{ds}\,u\cdot A w = u\cdot A'w + u\cdot A w' . \]

```lean
/-- The product rule for the matrix element `u ⬝ᵥ A w` when both `A` and `w` vary. -/
theorem hasDerivAt_element (u : n → ℝ) {A : ℝ → Matrix n n ℝ} {A' : Matrix n n ℝ}
    {w : ℝ → n → ℝ} {w' : n → ℝ} {s : ℝ}
    (hA : ∀ i j, HasDerivAt (fun t => A t i j) (A' i j) s)
    (hw : ∀ i, HasDerivAt (fun t => w t i) (w' i) s) :
    HasDerivAt (fun t => u ⬝ᵥ (A t *ᵥ w t)) (u ⬝ᵥ (A' *ᵥ w s) + u ⬝ᵥ (A s *ᵥ w')) s := by
  simp only [Matrix.mulVec, dotProduct]
  refine (HasDerivAt.fun_sum fun (i : n) _ => (HasDerivAt.fun_sum fun (j : n) _ =>
    (hA i j).fun_mul (hw j)).const_mul (u i)).congr_deriv ?_
  simp only [Finset.sum_add_distrib, mul_add]
```

Since \(uL(0)=0\), we have \(u\cdot L(0)w=0\) for every \(w\).

```lean
namespace IsCountingBranch

variable {L : ℝ → Matrix n n ℝ} {u : n → ℝ} {v : ℝ → n → ℝ} {lam : ℝ → ℝ}

/-- The left null vector `u` annihilates everything in the range of `L 0`. -/
theorem left_null (h : IsCountingBranch L u v lam) (w : n → ℝ) : u ⬝ᵥ (L 0 *ᵥ w) = 0 := by
  rw [Matrix.dotProduct_mulVec, h.conserved, zero_dotProduct]
```

Taking \(w=p\) gives \(0=u\cdot L(0)p=\lambda(0)\,u\cdot p=\lambda(0)\).

```lean
/-- The eigenvalue vanishes at zero counting field. -/
theorem lam_zero (h : IsCountingBranch L u v lam) : lam 0 = 0 := by
  have h1 := h.left_null (v 0)
  rwa [h.eigen.self_of_nhds, dotProduct_smul, h.normalized.self_of_nhds, smul_eq_mul,
    mul_one] at h1
```

Projecting the eigenvalue equation on \(u\) gives \(\lambda=u\cdot Lv\) near 0, so \(\lambda\) is differentiable there, with

\[ \lambda'(s)=u\cdot L'(s)v(s)+u\cdot L(s)v'(s) . \]

```lean
/-- Near zero counting field the eigenvalue has derivative `u ⬝ᵥ (L' v + L v')`. -/
theorem hasDerivAt_near (h : IsCountingBranch L u v lam) :
    ∀ᶠ s in 𝓝 (0 : ℝ), HasDerivAt lam
      (u ⬝ᵥ (matDeriv L s *ᵥ v s) + u ⬝ᵥ (L s *ᵥ vecDeriv v s)) s := by
  -- the eigenvalue is the matrix element `u ⬝ᵥ L v`
  have e : ∀ᶠ s in 𝓝 (0 : ℝ), lam s = u ⬝ᵥ (L s *ᵥ v s) := by
    filter_upwards [h.eigen, h.normalized] with s h1 h2
    rw [h1, dotProduct_smul, h2, smul_eq_mul, mul_one]
  have hL := Filter.eventually_all.2 fun i => Filter.eventually_all.2 fun j =>
    (derivs_of_contDiffAt (h.smooth_L i j)).1
  have hv := Filter.eventually_all.2 fun i => (derivs_of_contDiffAt (h.smooth_v i)).1
  filter_upwards [eventually_eventually_nhds.2 e, hL, hv] with s h1 h2 h3
  exact (hasDerivAt_element (A' := matDeriv L s) (w' := vecDeriv v s) u h2 h3).congr_of_eventuallyEq
    h1
```

At \(s=0\) the second term vanishes, leaving \(\lambda'(0)=u\cdot L'p=I\). `HasDerivAt` states that the derivative exists and has this value.

```lean
/-- The first derivative of the eigenvalue at zero counting field is `u ⬝ᵥ L' p`. -/
theorem current (h : IsCountingBranch L u v lam) :
    HasDerivAt lam (u ⬝ᵥ (matDeriv L 0 *ᵥ v 0)) 0 := by
  have h1 := h.hasDerivAt_near.self_of_nhds
  rwa [h.left_null, add_zero] at h1
```

To first order, the eigenvalue equation and the normalisation give

\[ L'p+L(0)v'(0)=I\,p,\qquad u\cdot v'(0)=0 . \]

Applying \(R\) removes the right-hand side, because \(Rp=0\), and turns \(R\,L(0)v'(0)\) into \(v'(0)-p\,(u\cdot v'(0))=v'(0)\). Hence \(v'(0)=-R\,L'p\), which is the \(x\) of the linear system. In the code, `first` and `h0` are the two first-order equations.

```lean
/-- The linear response of the stationary state to the counting field is `-R L' p`. -/
theorem response [DecidableEq n] (h : IsCountingBranch L u v lam) {R : Matrix n n ℝ}
    (hR : IsPseudoinverse R (L 0) (v 0) u) :
    vecDeriv v 0 = -(R *ᵥ (matDeriv L 0 *ᵥ v 0)) := by
  have hL : ∀ i j, HasDerivAt (fun t => L t i j) (matDeriv L 0 i j) 0 := fun i j =>
    (derivs_of_contDiffAt (h.smooth_L i j)).1.self_of_nhds
  have hv : ∀ i, HasDerivAt (fun t => v t i) (vecDeriv v 0 i) 0 := fun i =>
    (derivs_of_contDiffAt (h.smooth_v i)).1.self_of_nhds
  -- the eigenvalue equation to first order
  have first : matDeriv L 0 *ᵥ v 0 + L 0 *ᵥ vecDeriv v 0
      = (u ⬝ᵥ (matDeriv L 0 *ᵥ v 0)) • v 0 := by
    ext i
    have e : ∀ᶠ s in 𝓝 (0 : ℝ),
        (Pi.single i 1 : n → ℝ) ⬝ᵥ (L s *ᵥ v s) = lam s * v s i := by
      filter_upwards [h.eigen] with s hs
      rw [hs]
      simp
    have h3 := (hasDerivAt_element (Pi.single i 1 : n → ℝ) hL hv).unique
      ((h.current.fun_mul (hv i)).congr_of_eventuallyEq e)
    rw [h.lam_zero, zero_mul, add_zero, single_one_dotProduct, single_one_dotProduct] at h3
    exact h3
  -- the normalisation to first order
  have h0 : u ⬝ᵥ vecDeriv v 0 = 0 := by
    have h1 : HasDerivAt (fun t => u ⬝ᵥ v t) (u ⬝ᵥ vecDeriv v 0) 0 := by
      simp only [dotProduct]
      exact HasDerivAt.fun_sum fun i _ => (hv i).const_mul (u i)
    exact h1.unique ((hasDerivAt_const (0 : ℝ) (1 : ℝ)).congr_of_eventuallyEq h.normalized)
  have hp : vecMulVec (v 0) u *ᵥ vecDeriv v 0 = 0 := by
    ext i
    have h1 : (vecMulVec (v 0) u *ᵥ vecDeriv v 0) i = v 0 i * (u ⬝ᵥ vecDeriv v 0) := by
      simp only [Matrix.mulVec, dotProduct, vecMulVec_apply, Finset.mul_sum, mul_assoc]
    rw [h1, h0, mul_zero, Pi.zero_apply]
  -- apply the pseudoinverse
  have h4 := congrArg (fun w => R *ᵥ w) first
  simp only [Matrix.mulVec_add, Matrix.mulVec_smul, hR.kills, smul_zero] at h4
  rw [Matrix.mulVec_mulVec (vecDeriv v 0) R (L 0), hR.inverts, Matrix.sub_mulVec,
    Matrix.one_mulVec, hp, sub_zero] at h4
  exact eq_neg_of_add_eq_zero_right h4
```

Differentiating \(\lambda'(s)\) once more at 0 gives

\[ \lambda''(0)=u\cdot L''p+2\,u\cdot L'v'(0)+u\cdot L(0)v''(0) . \]

The last term vanishes, and inserting the response yields

\[ \lambda''(0)=u\cdot L''p-2\,u\cdot L'R\,L'p . \]

```lean
/-- Current and zero-frequency noise, the first two derivatives of the eigenvalue at zero
counting field, are `u ⬝ᵥ L' p` and `u ⬝ᵥ L'' p - 2 u ⬝ᵥ L' R L' p`. -/
theorem current_and_noise [DecidableEq n] (h : IsCountingBranch L u v lam) {R : Matrix n n ℝ}
    (hR : IsPseudoinverse R (L 0) (v 0) u) :
    HasDerivAt lam (u ⬝ᵥ (matDeriv L 0 *ᵥ v 0)) 0 ∧
    HasDerivAt (deriv lam) (u ⬝ᵥ (matDeriv (matDeriv L) 0 *ᵥ v 0)
      - 2 * (u ⬝ᵥ (matDeriv L 0 *ᵥ (R *ᵥ (matDeriv L 0 *ᵥ v 0))))) 0 := by
  refine ⟨h.current, ?_⟩
  have e : ∀ᶠ s in 𝓝 (0 : ℝ), deriv lam s
      = u ⬝ᵥ (matDeriv L s *ᵥ v s) + u ⬝ᵥ (L s *ᵥ vecDeriv v s) :=
    h.hasDerivAt_near.mono fun s hs => hs.deriv
  have h1 := hasDerivAt_element (A := matDeriv L) (A' := matDeriv (matDeriv L) 0)
    (w := v) (w' := vecDeriv v 0) u
    (fun i j => (derivs_of_contDiffAt (h.smooth_L i j)).2)
    (fun i => (derivs_of_contDiffAt (h.smooth_v i)).1.self_of_nhds)
  have h2 := hasDerivAt_element (A := L) (A' := matDeriv L 0)
    (w := vecDeriv v) (w' := vecDeriv (vecDeriv v) 0) u
    (fun i j => (derivs_of_contDiffAt (h.smooth_L i j)).1.self_of_nhds)
    (fun i => (derivs_of_contDiffAt (h.smooth_v i)).2)
  refine ((h1.fun_add h2).congr_of_eventuallyEq e).congr_deriv ?_
  -- insert the linear response of the state
  rw [h.left_null, h.response hR, Matrix.mulVec_neg, dotProduct_neg]
  ring

end IsCountingBranch
```

If every counted jump transfers one particle in the same direction, then \(L(s)=W+e^{s}J\), with the counted jumps in \(J\).

```lean
/-- The generator when every jump in `J` transfers one counted particle and `W` holds the rest. -/
def countingGen {n : Type*} (W J : Matrix n n ℝ) (s : ℝ) : Matrix n n ℝ := W + Real.exp s • J
```

Now \(L'=L''=J\), so \(I=u\cdot Jp\) and the noise is \(I-2\,u\cdot JRJp\): the Poisson value plus a correction from correlations between jumps.

```lean
/-- For one-way counting the current is `u ⬝ᵥ J p` and the noise is the current minus
`2 u ⬝ᵥ J R J p`. -/
theorem one_way_counting [DecidableEq n] {W J R : Matrix n n ℝ} {u : n → ℝ} {v : ℝ → n → ℝ}
    {lam : ℝ → ℝ} (h : IsCountingBranch (countingGen W J) u v lam)
    (hR : IsPseudoinverse R (countingGen W J 0) (v 0) u) :
    HasDerivAt lam (u ⬝ᵥ (J *ᵥ v 0)) 0 ∧
    HasDerivAt (deriv lam) (u ⬝ᵥ (J *ᵥ v 0) - 2 * (u ⬝ᵥ (J *ᵥ (R *ᵥ (J *ᵥ v 0))))) 0 := by
  have d1 : matDeriv (countingGen W J) = fun s => Real.exp s • J := by
    funext s
    ext i j
    have h1 : HasDerivAt (fun t => W i j + Real.exp t * J i j) (Real.exp s * J i j) s :=
      ((Real.hasDerivAt_exp s).mul_const (J i j)).const_add (W i j)
    exact h1.deriv
  have d2 : matDeriv (fun s => Real.exp s • J) 0 = J := by
    ext i j
    have h1 : HasDerivAt (fun t => Real.exp t * J i j) (Real.exp 0 * J i j) 0 :=
      (Real.hasDerivAt_exp 0).mul_const (J i j)
    rw [Real.exp_zero, one_mul] at h1
    exact h1.deriv
  have h2 := h.current_and_noise hR
  rw [d1, d2] at h2
  simpa only [Real.exp_zero, one_smul] using h2
```

Consider a single-level dot at large bias, filled only from one lead and emptied only into the other. Let index 0 be empty and 1 filled, with filling rate \(a\) and emptying rate \(1-a\) in units of their sum; the emptying jumps are counted. Physically \(0\le a\le 1\), though the algebra holds for every real \(a\).

```lean
/-- A single-level dot filled at rate `a` and emptied at rate `1 - a`, in units of the total rate,
with the emptying jumps counted. -/
def dotGen (a : ℝ) : ℝ → Matrix (Fin 2) (Fin 2) ℝ :=
  countingGen !![-a, 0; a, -(1 - a)] !![0, 1 - a; 0, 0]
```

With \(p=(1-a,a)\) and \(u=(1,1)\), the generator is \(L(0)=p\,u^T-1\). Therefore \(L(0)^2=1-p\,u^T\) and \(L(0)p=0\), so \(R=L(0)\).

```lean
/-- The generator of the dot at zero counting field is its own pseudoinverse. -/
theorem dot_pseudoinverse (a : ℝ) :
    IsPseudoinverse (dotGen a 0) (dotGen a 0) ![1 - a, a] ![1, 1] := by
  have e : dotGen a 0 = !![-a, 1 - a; a, -(1 - a)] := by
    ext i j
    fin_cases i <;> fin_cases j <;> simp [dotGen, countingGen]
  rw [e]
  constructor
  · ext i j
    fin_cases i <;> fin_cases j <;>
      simp [Matrix.mul_apply, Fin.sum_univ_succ] <;> ring
  · ext i
    fin_cases i <;> simp [Matrix.mulVec, dotProduct, Fin.sum_univ_succ] <;> ring
```

The null equation \(-a\,p_0+(1-a)p_1=0\) and \(p_0+p_1=1\) fix \(p\). Then \(I=a(1-a)\) and \(u\cdot JRJp=I^2\), so the noise is \(I(1-2I)\).

The condition \(Rp=0\) matters here. For \(a=\tfrac12\), the swap matrix \(R=\begin{pmatrix}0&1\\1&0\end{pmatrix}\) also satisfies \(R\,L(0)=1-p\,u^T\), but \(Rp=p\). The noise formula would then give \(\tfrac14-2\cdot\tfrac18=0\) instead of \(\tfrac18\).

```lean
/-- The single-level dot carries current `a (1 - a)` with noise `a (1 - a) (1 - 2 a (1 - a))`. -/
theorem dot_current_and_noise (a : ℝ) {v : ℝ → Fin 2 → ℝ} {lam : ℝ → ℝ}
    (h : IsCountingBranch (dotGen a) ![1, 1] v lam) :
    HasDerivAt lam (a * (1 - a)) 0 ∧
    HasDerivAt (deriv lam) (a * (1 - a) * (1 - 2 * (a * (1 - a)))) 0 := by
  -- the stationary occupations follow from the null equation and the normalisation
  have h1 := congrFun h.eigen.self_of_nhds 0
  have h2 := h.normalized.self_of_nhds
  rw [h.lam_zero] at h1
  simp [dotGen, countingGen, Matrix.mulVec, dotProduct, Fin.sum_univ_succ] at h1 h2
  have hp : v 0 = ![1 - a, a] := by
    ext i
    fin_cases i
    · show v 0 0 = 1 - a
      linear_combination (1 - a) * h2 - h1
    · show v 0 1 = a
      linear_combination a * h2 + h1
  have hR := dot_pseudoinverse a
  rw [← hp] at hR
  have h3 := one_way_counting h hR
  rw [hp] at h3
  refine ⟨h3.1.congr_deriv ?_, h3.2.congr_deriv ?_⟩ <;>
    simp [dotGen, countingGen, Matrix.mulVec, dotProduct, Fin.sum_univ_succ] <;> ring
```

For the symmetric dot, \(a=\tfrac12\), the branch is explicit. With \(z=e^{s/2}\),

\[ v=\frac{1}{1+z}\begin{pmatrix}z\\1\end{pmatrix},\qquad \lambda=\frac{z-1}{2}, \]

and substitution confirms every hypothesis. Differentiating \(\lambda\) directly gives \(\tfrac14\) and \(\tfrac18\), in agreement with the dot formulas.

```lean
/-- The symmetric dot has the explicit eigenvalue `(exp (s/2) - 1) / 2` with a normalised
eigenvector, and its generator has a pseudoinverse. -/
theorem symmetric_dot_witness :
    IsCountingBranch (dotGen (1 / 2)) ![1, 1]
      (fun s => ![Real.exp (s / 2) / (1 + Real.exp (s / 2)), 1 / (1 + Real.exp (s / 2))])
      (fun s => (Real.exp (s / 2) - 1) / 2) ∧
    IsPseudoinverse (dotGen (1 / 2) 0) (dotGen (1 / 2) 0)
      ![Real.exp (0 / 2) / (1 + Real.exp (0 / 2)), 1 / (1 + Real.exp (0 / 2))] ![1, 1] := by
  have hpos : ∀ s : ℝ, 1 + Real.exp (s / 2) ≠ 0 := fun s => by positivity
  have hE : ContDiff ℝ 2 (fun s : ℝ => Real.exp (s / 2)) :=
    Real.contDiff_exp.comp (contDiff_id.div_const 2)
  refine ⟨⟨fun i j => ?_, Fin.forall_fin_two.2 ⟨?_, ?_⟩, ?_, ?_, ?_⟩, ?_⟩
  · exact (contDiff_const.add (Real.contDiff_exp.mul contDiff_const)).contDiffAt
  · exact (hE.div (contDiff_const.add hE) hpos).contDiffAt
  · exact (contDiff_const.div (contDiff_const.add hE) hpos).contDiffAt
  · refine Filter.Eventually.of_forall fun s => ?_
    have hx : Real.exp s = Real.exp (s / 2) * Real.exp (s / 2) := by
      rw [← Real.exp_add, add_halves]
    have hs := hpos s
    ext i
    fin_cases i <;>
      simp [dotGen, countingGen, Matrix.mulVec, dotProduct, Fin.sum_univ_succ, hx] <;>
      field_simp <;> ring
  · refine Filter.Eventually.of_forall fun s => ?_
    have hs := hpos s
    simp only [dotProduct, Fin.sum_univ_two, Matrix.cons_val_zero, Matrix.cons_val_one]
    field_simp
    try ring
  · ext j
    fin_cases j <;>
      simp [dotGen, countingGen, Matrix.vecMul, dotProduct, Fin.sum_univ_succ]
  · have h := dot_pseudoinverse (1 / 2)
    convert h using 2 <;> norm_num

end

end CountingStatistics
```

```lean
#print axioms CountingStatistics.IsCountingBranch.current_and_noise
#print axioms CountingStatistics.dot_current_and_noise
```

```
'CountingStatistics.IsCountingBranch.current_and_noise' depends on axioms: [propext, Classical.choice, Quot.sound]
'CountingStatistics.dot_current_and_noise' depends on axioms: [propext, Classical.choice, Quot.sound]
```
